# Lowering b from b₂ to b₁ in VV10 scales a positively weighted cross-pair energy at frozen density by a factor between 1 and (b₂/b₁)³

I am refitting \(b\), the parameter that controls the short-range damping in VV10, for use with a different semilocal functional. Before rerunning any self-consistent calculations, I want to screen values of \(b\) on stored monomer densities. Going from \(b=6.3\) to \(b=5.9\) should strengthen the attraction between the monomers, but \(b\) enters the kernel through a sum with a distance term, and my pairs of grid points range from near contact to far apart. Can I bound the change in the nonlocal interaction energy without knowing how the distances are distributed?

## A bound that needs only the two values of b

Yes, if each grid point keeps the density, local parameters and quadrature weight that it has in its own monomer. When all of these are positive, the nonlocal interaction energy at 5.9 is more than 1 and less than 1.22 times its value at 6.3, whatever the distances. A nonlocal interaction of \(-10\) in some energy unit at 6.3 therefore lies between \(-12.2\) and \(-10\) at 5.9.

Let \(p\) label the cross pairs, with one grid point in each monomer. Pair \(p\) has distance \(R_p>0\) and weight \(m_p\), the product of the two densities and quadrature weights. Dropping the label for a single pair, write

\[
g(b)=wR^2+bc,\qquad g'(b)=w'R^2+bc',\qquad
\Phi(b)=-\frac{3}{2gg'(g+g')},
\]

where \(w,w'\) are the local frequencies and \(bc,bc'\) are the damping terms at the two points. The energy is \(E(b)=\sum_p m_p\Phi_p(b)\).

Take \(0<b_1<b_2\) and set \(t=b_2/b_1>1\). Since \(tb_1=b_2\),

\[
g(b_2)-g(b_1)=(b_2-b_1)c>0,\qquad
t\,g(b_1)-g(b_2)=(t-1)wR^2>0 .
\]

Hence \(g(b_1)<g(b_2)<t\,g(b_1)\), and the same holds for \(g'\). The denominator \(D(x,y)=2xy(x+y)\) increases in both positive arguments, and \(D(tx,ty)=t^3D(x,y)\). With \(D_i=D(g(b_i),g'(b_i))\), this gives \(D_1<D_2<t^3D_1\). Because \(\Phi(b_i)=-3/D_i\),

\[
t^3\Phi(b_2)<\Phi(b_1)<\Phi(b_2)<0 .
\]

Multiplying by \(m_p>0\) and summing gives \(t^3E(b_2)<E(b_1)<E(b_2)<0\). Division by the negative number \(E(b_2)\) reverses the inequalities:

\[
1<\frac{E(b_1)}{E(b_2)}<\left(\frac{b_2}{b_1}\right)^3 .
\]

For your values, \((6.3/5.9)^3\approx1.2175\), which is below 1.22.

Neither end can be tightened for all distances. Since \(g+g'\) has the same form as \(g\), with parameters \(w+w'\) and \(c+c'\), the kernel ratio of one pair is

\[
\frac{\Phi(b_1)}{\Phi(b_2)}=
\frac{g(b_2)}{g(b_1)}\,\frac{g'(b_2)}{g'(b_1)}\,
\frac{g(b_2)+g'(b_2)}{g(b_1)+g'(b_1)} .
\]

As \(R\to0\), each factor tends to \(b_2/b_1\), so the product tends to the cube. As \(R\to\infty\), each factor tends to 1; the first, for example, equals \(1+(b_2-b_1)c/g(b_1)\). For a single pair the weight cancels, and the energy ratio is this kernel ratio.

## What the Lean statement assumes about the dimer

In `energy`, the finite type `ι` indexes the cross pairs, and `m`, `R`, `w`, `w'`, `c`, `c'` are real-valued functions on it. None of them depends on `b`, which is how the frozen density enters. `gFun` is \(g\), and `kernel` is \(\Phi\). The main theorem, `energy_ratio_bounds`, assumes that all six functions are positive, that \(0<b_1<b_2\), and that there is at least one pair. For an empty family both energies vanish, and Lean's convention \(0/0=0\) would violate the lower bound.

The result concerns only the nonlocal cross-pair energy, not the total binding energy with its semilocal and electrostatic parts. That cross-pair sum is the whole nonlocal interaction if each point keeps the density, local parameters and quadrature weight that it has in its own monomer, because pairs within a monomer then cancel, as does the VV10 term proportional to the number of electrons, whose coefficient also depends on \(b\). Where the densities overlap, parameters computed from the total density differ from those of the monomers, and the pairs within a monomer need not cancel. Density relaxation after the change of \(b\) is also left out, and a quadrature grid with negative weights does not meet the hypothesis on `m`.

```lean
import Mathlib

open Filter Topology

namespace VV10Refit

noncomputable section

/-- The VV10 function `g = w R² + b c` of one point of a pair at distance `R`, with local
frequency parameter `w`, local damping parameter `c` and global parameter `b`. -/
def gFun (w c b R : ℝ) : ℝ := w * R ^ 2 + b * c

/-- The VV10 pair kernel `-3 / (2 g g' (g + g'))`, meant for `g` and `g'` positive. -/
def kernel (w w' c c' b R : ℝ) : ℝ :=
  -3 / (2 * gFun w c b R * gFun w' c' b R * (gFun w c b R + gFun w' c' b R))

/-- The nonlocal energy of finitely many cross pairs with weights `m`, at frozen density,
as a function of `b`. -/
def energy {ι : Type*} [Fintype ι] (m R w w' c c' : ι → ℝ) (b : ℝ) : ℝ :=
  ∑ p, m p * kernel (w p) (w' p) (c p) (c' p) b (R p)

/-- For positive `w`, `c` and `b` the function `g` is positive at every distance. -/
theorem gFun_pos {w c b : ℝ} (hw : 0 < w) (hc : 0 < c) (hb : 0 < b) (R : ℝ) :
    0 < gFun w c b R := by
  unfold gFun
  positivity

/-- At positive distance, for positive `w` and `0 < b₁ < b₂`, the value of `g` at `b₂` is less than
`b₂ / b₁` times its value at `b₁`, for any real `c`. -/
theorem gFun_lt_scaled {w b₁ b₂ R : ℝ} (c : ℝ) (hw : 0 < w) (hR : 0 < R)
    (hb₁ : 0 < b₁) (hb : b₁ < b₂) :
    gFun w c b₂ R < b₂ / b₁ * gFun w c b₁ R := by
  have ht : 1 < b₂ / b₁ := (one_lt_div hb₁).mpr hb
  have hcancel : b₂ / b₁ * b₁ = b₂ := div_mul_cancel₀ _ hb₁.ne'
  have hwR : 0 < w * R ^ 2 := by positivity
  -- only the part `w R²` is overestimated by the scaling
  have h := mul_lt_mul_of_pos_right ht hwR
  unfold gFun
  calc w * R ^ 2 + b₂ * c < b₂ / b₁ * (w * R ^ 2) + b₂ * c := by linarith
    _ = b₂ / b₁ * (w * R ^ 2) + (b₂ / b₁ * b₁) * c := by rw [hcancel]
    _ = b₂ / b₁ * (w * R ^ 2 + b₁ * c) := by ring

/-- For positive parameters, distance and `b₁ < b₂`, the kernel at `b₁` is more negative than
at `b₂`, but by a factor of less than `(b₂ / b₁)³`. -/
theorem kernel_bounds {w w' c c' b₁ b₂ R : ℝ} (hw : 0 < w) (hw' : 0 < w')
    (hc : 0 < c) (hc' : 0 < c') (hR : 0 < R) (hb₁ : 0 < b₁) (hb : b₁ < b₂) :
    (b₂ / b₁) ^ 3 * kernel w w' c c' b₂ R < kernel w w' c c' b₁ R ∧
      kernel w w' c c' b₁ R < kernel w w' c c' b₂ R := by
  -- the denominator is strictly increasing in `g` and `g'`
  have mono : ∀ x y u v : ℝ, 0 < x → 0 < y → x < u → y < v →
      2 * x * y * (x + y) < 2 * u * v * (u + v) := by
    intro x y u v hx hy hxu hyv
    have h := mul_lt_mul'' hxu hyv hx.le hy.le
    have h2 := mul_lt_mul'' h (add_lt_add hxu hyv) (by positivity) (by positivity)
    linarith
  have hx₁ := gFun_pos hw hc hb₁ R
  have hy₁ := gFun_pos hw' hc' hb₁ R
  have hx₂ := gFun_pos hw hc (hb₁.trans hb) R
  have hy₂ := gFun_pos hw' hc' (hb₁.trans hb) R
  have hx : gFun w c b₁ R < gFun w c b₂ R := by
    have := mul_lt_mul_of_pos_right hb hc
    unfold gFun
    linarith
  have hy : gFun w' c' b₁ R < gFun w' c' b₂ R := by
    have := mul_lt_mul_of_pos_right hb hc'
    unfold gFun
    linarith
  have up := mono _ _ _ _ hx₂ hy₂ (gFun_lt_scaled c hw hR hb₁ hb)
    (gFun_lt_scaled c' hw' hR hb₁ hb)
  have low := mono _ _ _ _ hx₁ hy₁ hx hy
  unfold kernel
  generalize b₂ / b₁ = t at up ⊢
  constructor
  · rw [← mul_div_assoc, div_lt_div_iff₀ (by positivity) (by positivity)]
    linarith
  · rw [div_lt_div_iff₀ (by positivity) (by positivity)]
    linarith

/-- For positive parameters the kernel is negative. -/
theorem kernel_neg {w w' c c' b : ℝ} (hw : 0 < w) (hw' : 0 < w')
    (hc : 0 < c) (hc' : 0 < c') (hb : 0 < b) (R : ℝ) : kernel w w' c c' b R < 0 := by
  have hx := gFun_pos hw hc hb R
  have hy := gFun_pos hw' hc' hb R
  exact div_neg_of_neg_of_pos (by norm_num) (by positivity)

/-- **Refitting bound.** For at least one cross pair, all weights, distances and local
parameters positive, and `0 < b₁ < b₂`, the frozen-density energies satisfy
`1 < E(b₁) / E(b₂) < (b₂ / b₁)³`. -/
theorem energy_ratio_bounds {ι : Type*} [Fintype ι] [Nonempty ι]
    {m R w w' c c' : ι → ℝ} (hm : ∀ p, 0 < m p) (hR : ∀ p, 0 < R p)
    (hw : ∀ p, 0 < w p) (hw' : ∀ p, 0 < w' p) (hc : ∀ p, 0 < c p) (hc' : ∀ p, 0 < c' p)
    {b₁ b₂ : ℝ} (hb₁ : 0 < b₁) (hb : b₁ < b₂) :
    1 < energy m R w w' c c' b₁ / energy m R w w' c c' b₂ ∧
      energy m R w w' c c' b₁ / energy m R w w' c c' b₂ < (b₂ / b₁) ^ 3 := by
  have hk := fun p => kernel_bounds (hw p) (hw' p) (hc p) (hc' p) (hR p) hb₁ hb
  -- the energy is negative, so dividing by it reverses inequalities
  have hneg : energy m R w w' c c' b₂ < 0 := by
    unfold energy
    calc _ < ∑ _p : ι, (0 : ℝ) :=
          Finset.sum_lt_sum_of_nonempty Finset.univ_nonempty fun p _ =>
            mul_neg_of_pos_of_neg (hm p)
              (kernel_neg (hw p) (hw' p) (hc p) (hc' p) (hb₁.trans hb) (R p))
      _ = 0 := Finset.sum_const_zero
  constructor
  · rw [one_lt_div_of_neg hneg]
    exact Finset.sum_lt_sum_of_nonempty Finset.univ_nonempty fun p _ =>
      mul_lt_mul_of_pos_left (hk p).2 (hm p)
  · rw [div_lt_iff_of_neg hneg]
    unfold energy
    rw [Finset.mul_sum]
    refine Finset.sum_lt_sum_of_nonempty Finset.univ_nonempty fun p _ => ?_
    rw [mul_left_comm]
    exact mul_lt_mul_of_pos_left (hk p).1 (hm p)

/-- For at least one cross pair and positive weights, distances and local parameters, lowering
`b` from 6.3 to 5.9 multiplies the energy by a factor between 1 and 1.22. -/
theorem energy_ratio_numeric {ι : Type*} [Fintype ι] [Nonempty ι]
    {m R w w' c c' : ι → ℝ} (hm : ∀ p, 0 < m p) (hR : ∀ p, 0 < R p)
    (hw : ∀ p, 0 < w p) (hw' : ∀ p, 0 < w' p) (hc : ∀ p, 0 < c p) (hc' : ∀ p, 0 < c' p) :
    1 < energy m R w w' c c' 5.9 / energy m R w w' c c' 6.3 ∧
      energy m R w w' c c' 5.9 / energy m R w w' c c' 6.3 < 1.22 := by
  have h := energy_ratio_bounds hm hR hw hw' hc hc'
    (b₁ := 5.9) (b₂ := 6.3) (by norm_num) (by norm_num)
  exact ⟨h.1, h.2.trans (by norm_num)⟩

/-- For positive parameters the ratio of kernels at `b₁` and `b₂` is a product of three ratios
of `g`-functions, the last one with the summed parameters `w + w'` and `c + c'`. -/
theorem kernel_ratio {w w' c c' b₁ b₂ : ℝ} (hw : 0 < w) (hw' : 0 < w')
    (hc : 0 < c) (hc' : 0 < c') (hb₁ : 0 < b₁) (hb₂ : 0 < b₂) (R : ℝ) :
    kernel w w' c c' b₁ R / kernel w w' c c' b₂ R =
      gFun w c b₂ R / gFun w c b₁ R * (gFun w' c' b₂ R / gFun w' c' b₁ R) *
        (gFun (w + w') (c + c') b₂ R / gFun (w + w') (c + c') b₁ R) := by
  have hsum : ∀ b, gFun (w + w') (c + c') b R = gFun w c b R + gFun w' c' b R := by
    intro b
    unfold gFun
    ring
  have hx₁ := gFun_pos hw hc hb₁ R
  have hy₁ := gFun_pos hw' hc' hb₁ R
  have hx₂ := gFun_pos hw hc hb₂ R
  have hy₂ := gFun_pos hw' hc' hb₂ R
  rw [hsum, hsum]
  unfold kernel
  rw [div_mul_div_comm, div_mul_div_comm, div_div_div_eq, div_eq_div_iff]
  · ring
  · exact mul_ne_zero (by positivity) (by norm_num)
  · positivity

/-- For positive parameters the kernel ratio of a pair tends to `(b₂ / b₁)³` as its distance tends
to zero. -/
theorem kernel_ratio_contact {w w' c c' b₁ b₂ : ℝ} (hw : 0 < w) (hw' : 0 < w')
    (hc : 0 < c) (hc' : 0 < c') (hb₁ : 0 < b₁) (hb₂ : 0 < b₂) :
    Tendsto (fun R => kernel w w' c c' b₁ R / kernel w w' c c' b₂ R)
      (𝓝 0) (𝓝 ((b₂ / b₁) ^ 3)) := by
  have key : ∀ w c : ℝ, 0 < w → 0 < c →
      Tendsto (fun R => gFun w c b₂ R / gFun w c b₁ R) (𝓝 0) (𝓝 (b₂ / b₁)) := by
    intro w c hw hc
    have hcont : ∀ b, ContinuousAt (fun R => gFun w c b R) 0 := by
      intro b
      unfold gFun
      fun_prop
    have h : Tendsto (fun R => gFun w c b₂ R / gFun w c b₁ R) (𝓝 0)
        (𝓝 (gFun w c b₂ 0 / gFun w c b₁ 0)) :=
      (hcont b₂).tendsto.div (hcont b₁).tendsto (gFun_pos hw hc hb₁ 0).ne'
    have h0 : ∀ b, gFun w c b 0 = b * c := by
      intro b
      unfold gFun
      ring
    rw [h0, h0, mul_div_mul_right _ _ hc.ne'] at h
    exact h
  rw [show (b₂ / b₁) ^ 3 = b₂ / b₁ * (b₂ / b₁) * (b₂ / b₁) by ring]
  exact (((key w c hw hc).mul (key w' c' hw' hc')).mul
    (key _ _ (add_pos hw hw') (add_pos hc hc'))).congr
      fun R => (kernel_ratio hw hw' hc hc' hb₁ hb₂ R).symm

/-- For positive parameters the kernel ratio of a pair tends to 1 as its distance tends to infinity.
-/
theorem kernel_ratio_distant {w w' c c' b₁ b₂ : ℝ} (hw : 0 < w) (hw' : 0 < w')
    (hc : 0 < c) (hc' : 0 < c') (hb₁ : 0 < b₁) (hb₂ : 0 < b₂) :
    Tendsto (fun R => kernel w w' c c' b₁ R / kernel w w' c c' b₂ R) atTop (𝓝 1) := by
  have key : ∀ w c : ℝ, 0 < w → 0 < c →
      Tendsto (fun R => gFun w c b₂ R / gFun w c b₁ R) atTop (𝓝 1) := by
    intro w c hw hc
    have hg : Tendsto (fun R => gFun w c b₁ R) atTop atTop :=
      tendsto_atTop_add_const_right _ _
        ((tendsto_pow_atTop two_ne_zero).const_mul_atTop hw)
    have h := (hg.const_div_atTop ((b₂ - b₁) * c)).const_add 1
    rw [add_zero] at h
    -- the ratio differs from 1 by a constant over `g`
    refine h.congr fun R => ?_
    have hne := (gFun_pos hw hc hb₁ R).ne'
    rw [eq_div_iff hne, add_mul, div_mul_cancel₀ _ hne]
    unfold gFun
    ring
  have h := ((key w c hw hc).mul (key w' c' hw' hc')).mul
    (key _ _ (add_pos hw hw') (add_pos hc hc'))
  rw [mul_one, mul_one] at h
  exact h.congr fun R => (kernel_ratio hw hw' hc hc' hb₁ hb₂ R).symm

end

end VV10Refit
```

```lean
#print axioms VV10Refit.energy_ratio_numeric
#print axioms VV10Refit.kernel_ratio_contact
#print axioms VV10Refit.kernel_ratio_distant
```

```
'VV10Refit.energy_ratio_numeric' depends on axioms: [propext, Classical.choice, Quot.sound]
'VV10Refit.kernel_ratio_contact' depends on axioms: [propext, Classical.choice, Quot.sound]
'VV10Refit.kernel_ratio_distant' depends on axioms: [propext, Classical.choice, Quot.sound]
```

## From one pair to the whole sum

`gFun_pos` supplies the positive denominators, and `gFun_lt_scaled` proves \(g(b_2)<t\,g(b_1)\). Its `calc` block enlarges only the term \(wR^2\), then uses \(tb_1=b_2\) to factor out \(t\).

In `kernel_bounds`, the local statement `mono` says that \(D\) is strictly increasing. Applied to the two inequalities for \(g\) and \(g'\), it yields `low`, which is \(D_1<D_2\), and `up`, which is \(D_2<t^3D_1\) before the powers of \(t\) are collected. The lemma `div_lt_div_iff₀` clears the fractions, and `linarith` finishes both kernel inequalities.

`kernel_neg` gives the sign of each term. In `energy_ratio_bounds`, `Finset.sum_lt_sum_of_nonempty` carries the strict inequalities from the pairs to the sum, first to show \(E(b_2)<0\) and then for each bound. The reversal on division by \(E(b_2)\) is handled by `one_lt_div_of_neg` and `div_lt_iff_of_neg`. `energy_ratio_numeric` inserts 5.9 and 6.3 and checks the cube with `norm_num`.

`kernel_ratio` proves the three-factor formula. The two limit theorems each establish the limit of a single factor in a local statement `key`, apply it three times and multiply. In `kernel_ratio_contact`, `key` uses continuity at \(R=0\), where \(g=bc\). In `kernel_ratio_distant`, it writes the factor as 1 plus a constant divided by \(g(b_1)\), which grows without bound.
